# Binary NRTL activity coefficients as tangent intercepts of the excess Gibbs energy

If a program's activity coefficients do not match its excess Gibbs energy, equal activities and the common tangent can predict different coexisting liquids. One misplaced square in a formula can be enough. For the binary NRTL model at fixed temperature and pressure, with composition-independent parameters, the derivation below ties the two together.

```lean
import Mathlib

open Filter Topology Set

namespace NRTLActivity

noncomputable section
```

## The model

Let $x$ be the mole fraction of component 2. The real numbers $s,t$ are the reduced interaction parameters, and $P,Q$ are the local-composition weights, usually written $\tau_{21},\tau_{12}$ and $G_{21},G_{12}$. The first denominator is $D=1-x+Px$.

```lean
/-- Local-composition denominator around component 1; `x` is the mole fraction of component 2. -/
def locD (P x : ℝ) : ℝ := 1 - x + P * x
```

The second is $E=x+Q(1-x)$.

```lean
/-- Local-composition denominator around component 2. -/
def locE (Q x : ℝ) : ℝ := x + Q * (1 - x)
```

The molar excess Gibbs energy divided by $RT$ is

$$g=x(1-x)\left(\frac{sP}{D}+\frac{tQ}{E}\right).$$

```lean
/-- The binary NRTL excess Gibbs energy per mole, in units of `RT`, with interaction
parameters `s`, `t` and local-composition weights `P`, `Q`. -/
def excess (s t P Q x : ℝ) : ℝ :=
  x * (1 - x) * (s * P / locD P x + t * Q / locE Q x)
```

For mole numbers $n_1,n_2$ with $n=n_1+n_2$ and $x=n_2/n$, we have $\partial x/\partial n_1=-x/n$. Hence $\ln\gamma_1=\partial(ng)/\partial n_1=g-xg'$, with the pure liquids as reference states. The file takes this tangent intercept as its definition; `deriv` is the actual derivative of `excess`.

```lean
/-- Log activity coefficient of component 1: the intercept at `x = 0` of the tangent
to the excess Gibbs energy. -/
def lnGamma1 (s t P Q x : ℝ) : ℝ :=
  excess s t P Q x - x * deriv (excess s t P Q) x
```

Likewise $\partial x/\partial n_2=(1-x)/n$ gives $\ln\gamma_2=g+(1-x)g'$.

```lean
/-- Log activity coefficient of component 2: the intercept at `x = 1` of the tangent
to the excess Gibbs energy. -/
def lnGamma2 (s t P Q x : ℝ) : ℝ :=
  excess s t P Q x + (1 - x) * deriv (excess s t P Q) x
```

## Differentiating the excess energy

Assume $P,Q>0$ and $0<x<1$, the last written `x ∈ Ioo (0 : ℝ) 1`. Then $D$ and $E$ are sums of positive terms.

```lean
/-- Both local-composition denominators are positive inside the composition range. -/
theorem loc_pos {P Q x : ℝ} (hP : 0 < P) (hQ : 0 < Q) (hx : x ∈ Ioo (0 : ℝ) 1) :
    0 < locD P x ∧ 0 < locE Q x := by
  have h0 : 0 < x := hx.1
  have h1 : 0 < 1 - x := sub_pos.mpr hx.2
  unfold locD locE
  constructor <;> positivity
```

Both are linear in $x$. First, $D'=P-1$.

```lean
private lemma hasDerivAt_locD (P x : ℝ) : HasDerivAt (locD P) (P - 1) x := by
  have h := ((hasDerivAt_id' x).const_sub 1).fun_add ((hasDerivAt_id' x).const_mul P)
  exact h.congr_deriv (by ring)
```

Second, $E'=1-Q$.

```lean
private lemma hasDerivAt_locE (Q x : ℝ) : HasDerivAt (locE Q) (1 - Q) x := by
  have h := (hasDerivAt_id' x).fun_add (((hasDerivAt_id' x).const_sub 1).const_mul Q)
  exact h.congr_deriv (by ring)
```

The product and quotient rules now give

$$g'=(1-2x)\left(\frac{sP}{D}+\frac{tQ}{E}\right)-x(1-x)\left(\frac{sP(P-1)}{D^2}+\frac{tQ(1-Q)}{E^2}\right).$$

The proof assembles the same rules, using the nonzero denominators, and `ring` tidies the result.

```lean
/-- The derivative of the NRTL excess Gibbs energy with respect to composition. -/
theorem excess_hasDerivAt (s t : ℝ) {P Q x : ℝ} (hP : 0 < P) (hQ : 0 < Q)
    (hx : x ∈ Ioo (0 : ℝ) 1) :
    HasDerivAt (excess s t P Q)
      ((1 - 2 * x) * (s * P / locD P x + t * Q / locE Q x)
        - x * (1 - x) * (s * P * (P - 1) / locD P x ^ 2
          + t * Q * (1 - Q) / locE Q x ^ 2)) x := by
  obtain ⟨hD, hE⟩ := loc_pos hP hQ hx
  have h := ((hasDerivAt_id' x).fun_mul ((hasDerivAt_id' x).const_sub 1)).fun_mul
    (((hasDerivAt_const x (s * P)).fun_div (hasDerivAt_locD P x) hD.ne').fun_add
      ((hasDerivAt_const x (t * Q)).fun_div (hasDerivAt_locE Q x) hE.ne'))
  exact h.congr_deriv (by ring)
```

## The two closed forms

In $g-xg'$, the terms without a derivative of $D$ or $E$ have prefactor $x(1-x)-x(1-2x)=x^2$. Therefore

$$\ln\gamma_1=x^2\left[sP\,\frac{D+(1-x)(P-1)}{D^2}+tQ\,\frac{E+(1-x)(1-Q)}{E^2}\right].$$

The numerators reduce to $P$ and $1$, so

$$\ln\gamma_1=x^2\left(\frac{sP^2}{D^2}+\frac{tQ}{E^2}\right).$$

In Lean, `ha` and `hb` state $D^{-1}D=1$ and $E^{-1}E=1$ with the second factor expanded. `linear_combination` uses one for each interaction term.

```lean
/-- The NRTL activity coefficient of component 1:
`ln γ₁ = g - x g' = x² (s P² / D² + t Q / E²)`. -/
theorem lnGamma1_eq (s t : ℝ) {P Q x : ℝ} (hP : 0 < P) (hQ : 0 < Q)
    (hx : x ∈ Ioo (0 : ℝ) 1) :
    lnGamma1 s t P Q x
      = x ^ 2 * (s * P ^ 2 / locD P x ^ 2 + t * Q / locE Q x ^ 2) := by
  obtain ⟨hD, hE⟩ := loc_pos hP hQ hx
  have ha : (locD P x)⁻¹ * (1 - x + P * x) = 1 := inv_mul_cancel₀ hD.ne'
  have hb : (locE Q x)⁻¹ * (x + Q * (1 - x)) = 1 := inv_mul_cancel₀ hE.ne'
  unfold lnGamma1
  rw [(excess_hasDerivAt s t hP hQ hx).deriv]
  unfold excess
  -- the two local-composition terms separate, each closed by its own denominator
  linear_combination (-(x ^ 2 * s * P * (locD P x)⁻¹)) * ha
    - (x ^ 2 * t * Q * (locE Q x)⁻¹) * hb
```

For component 2, the corresponding prefactor is $x(1-x)+(1-x)(1-2x)=(1-x)^2$. The numerators are $D-x(P-1)=1$ and $E-x(1-Q)=Q$, giving

$$\ln\gamma_2=(1-x)^2\left(\frac{sP}{D^2}+\frac{tQ^2}{E^2}\right).$$

```lean
/-- The NRTL activity coefficient of component 2:
`ln γ₂ = g + (1 - x) g' = (1 - x)² (s P / D² + t Q² / E²)`. -/
theorem lnGamma2_eq (s t : ℝ) {P Q x : ℝ} (hP : 0 < P) (hQ : 0 < Q)
    (hx : x ∈ Ioo (0 : ℝ) 1) :
    lnGamma2 s t P Q x
      = (1 - x) ^ 2 * (s * P / locD P x ^ 2 + t * Q ^ 2 / locE Q x ^ 2) := by
  obtain ⟨hD, hE⟩ := loc_pos hP hQ hx
  have ha : (locD P x)⁻¹ * (1 - x + P * x) = 1 := inv_mul_cancel₀ hD.ne'
  have hb : (locE Q x)⁻¹ * (x + Q * (1 - x)) = 1 := inv_mul_cancel₀ hE.ne'
  unfold lnGamma2
  rw [(excess_hasDerivAt s t hP hQ hx).deriv]
  unfold excess
  linear_combination (-((1 - x) ^ 2 * s * P * (locD P x)⁻¹)) * ha
    - ((1 - x) ^ 2 * t * Q * (locE Q x)⁻¹) * hb
```

## Composition dependence and Gibbs–Duhem

The closed forms are sums of squared ratios, so the chain rule $(f^2)'=2ff'$ applies.

```lean
private lemma hasDerivAt_sq {f : ℝ → ℝ} {f' x : ℝ} (h : HasDerivAt f f' x) :
    HasDerivAt (fun y => f y ^ 2) (2 * f x * f') x :=
  (h.fun_pow 2).congr_deriv (by norm_num)
```

The ratios have short derivatives:

$$\left(\frac{x}{D}\right)'=\frac1{D^2},\quad \left(\frac{x}{E}\right)'=\frac Q{E^2},\quad \left(\frac{1-x}{D}\right)'=-\frac P{D^2},\quad \left(\frac{1-x}{E}\right)'=-\frac1{E^2}.$$

With $K=sP^2/D^3+tQ^2/E^3$, they yield

$$(\ln\gamma_1)'=2xK,\qquad(\ln\gamma_2)'=-2(1-x)K.$$

The identities `n1` to `n4` simplify the quotient-rule numerators. Since the closed forms hold throughout an open interval around $x$, `congr_of_eventuallyEq` transfers their derivatives to the activity coefficients.

```lean
/-- How the log activity coefficients of both components change with composition. -/
theorem lnGamma_hasDerivAt (s t : ℝ) {P Q x : ℝ} (hP : 0 < P) (hQ : 0 < Q)
    (hx : x ∈ Ioo (0 : ℝ) 1) :
    HasDerivAt (lnGamma1 s t P Q)
      (2 * x * (s * P ^ 2 / locD P x ^ 3 + t * Q ^ 2 / locE Q x ^ 3)) x ∧
    HasDerivAt (lnGamma2 s t P Q)
      (-(2 * (1 - x) * (s * P ^ 2 / locD P x ^ 3 + t * Q ^ 2 / locE Q x ^ 3))) x := by
  obtain ⟨hD, hE⟩ := loc_pos hP hQ hx
  have hi := hasDerivAt_id' x
  have hj := (hasDerivAt_id' x).const_sub 1
  -- the numerators of the four quotient derivatives are constants
  have n1 : 1 * locD P x - x * (P - 1) = 1 := by unfold locD; ring
  have n2 : 1 * locE Q x - x * (1 - Q) = Q := by unfold locE; ring
  have n3 : -1 * locD P x - (1 - x) * (P - 1) = -P := by unfold locD; ring
  have n4 : -1 * locE Q x - (1 - x) * (1 - Q) = -1 := by unfold locE; ring
  have q1 := hi.fun_div (hasDerivAt_locD P x) hD.ne'
  have q2 := hi.fun_div (hasDerivAt_locE Q x) hE.ne'
  have q3 := hj.fun_div (hasDerivAt_locD P x) hD.ne'
  have q4 := hj.fun_div (hasDerivAt_locE Q x) hE.ne'
  rw [n1] at q1
  rw [n2] at q2
  rw [n3] at q3
  rw [n4] at q4
  have hnear : Ioo (0 : ℝ) 1 ∈ 𝓝 x := isOpen_Ioo.mem_nhds hx
  constructor
  · have h := ((hasDerivAt_sq q1).const_mul (s * P ^ 2)).fun_add
      ((hasDerivAt_sq q2).const_mul (t * Q))
    refine (h.congr_of_eventuallyEq ?_).congr_deriv (by ring)
    filter_upwards [hnear] with y hy
    rw [lnGamma1_eq s t hP hQ hy]
    ring
  · have h := ((hasDerivAt_sq q3).const_mul (s * P)).fun_add
      ((hasDerivAt_sq q4).const_mul (t * Q ^ 2))
    refine (h.congr_of_eventuallyEq ?_).congr_deriv (by ring)
    filter_upwards [hnear] with y hy
    rw [lnGamma2_eq s t hP hQ hy]
    ring
```

Weighting by the mole fractions cancels the two slopes:

$$(1-x)(\ln\gamma_1)'+x(\ln\gamma_2)'=2x(1-x)K-2x(1-x)K=0.$$

```lean
/-- The NRTL activity coefficients obey the Gibbs–Duhem relation at fixed temperature
and pressure. -/
theorem gibbs_duhem (s t : ℝ) {P Q x : ℝ} (hP : 0 < P) (hQ : 0 < Q)
    (hx : x ∈ Ioo (0 : ℝ) 1) :
    (1 - x) * deriv (lnGamma1 s t P Q) x + x * deriv (lnGamma2 s t P Q) x = 0 := by
  obtain ⟨h1, h2⟩ := lnGamma_hasDerivAt s t hP hQ hx
  rw [h1.deriv, h2.deriv]
  ring
```

## Infinite dilution of component 1

As $x\to1$ from below, $D\to P$ and $E\to1$, so

$$\ln\gamma_1\to\frac{sP^2}{P^2}+tQ=s+tQ.$$

The filter `𝓝[<] 1` expresses the one-sided approach. The proof takes the limit of the closed form, then transfers it to `lnGamma1` on the physical side of the endpoint.

Positivity of $P$ matters here. With $P=0$, $s=1$, $t=0$ and any $Q>0$, the excess energy vanishes identically and $\ln\gamma_1=0$, whereas $s+tQ=1$.

```lean
/-- At infinite dilution of component 1 its log activity coefficient tends to `s + t Q`. -/
theorem lnGamma1_infinite_dilution (s t : ℝ) {P Q : ℝ} (hP : 0 < P) (hQ : 0 < Q) :
    Tendsto (lnGamma1 s t P Q) (𝓝[<] 1) (𝓝 (s + t * Q)) := by
  have d1 : locD P 1 = P := by unfold locD; ring
  have e1 : locE Q 1 = 1 := by unfold locE; ring
  have hD : Tendsto (locD P) (𝓝 1) (𝓝 P) := by
    have h := (hasDerivAt_locD P 1).continuousAt.tendsto
    rwa [d1] at h
  have hE : Tendsto (locE Q) (𝓝 1) (𝓝 1) := by
    have h := (hasDerivAt_locE Q 1).continuousAt.tendsto
    rwa [e1] at h
  have hid : Tendsto (fun y : ℝ => y) (𝓝 1) (𝓝 1) := tendsto_id
  have h := (((hid.div hD hP.ne').pow 2).const_mul (s * P ^ 2)).add
    (((hid.div hE one_ne_zero).pow 2).const_mul (t * Q))
  have hv : s * P ^ 2 * (1 / P) ^ 2 + t * Q * (1 / 1) ^ 2 = s + t * Q := by
    have hp : P ^ 2 * (1 / P) ^ 2 = 1 := by
      rw [← mul_pow, mul_one_div_cancel hP.ne', one_pow]
    rw [mul_assoc s, hp]
    norm_num
  rw [hv] at h
  -- near the dilute end the closed formula applies
  refine (h.mono_left nhdsWithin_le_nhds).congr' ?_
  filter_upwards [Ioo_mem_nhdsLT (zero_lt_one' ℝ)] with y hy
  rw [lnGamma1_eq s t hP hQ hy]
  simp only [Pi.div_apply]
  ring

end

end NRTLActivity
```

```lean
#print axioms NRTLActivity.gibbs_duhem
-- 'NRTLActivity.gibbs_duhem' depends on axioms: [propext, Classical.choice, Quot.sound]
#print axioms NRTLActivity.lnGamma1_infinite_dilution
-- 'NRTLActivity.lnGamma1_infinite_dilution' depends on axioms: [propext, Classical.choice, Quot.sound]
```

## Independent or exponential weights

The weights here are independent positive constants. The usual NRTL parametrisation sets $P=e^{-\alpha s}$ and $Q=e^{-\alpha t}$, with $\alpha$ the non-randomness parameter. Building that into the definitions would make positivity automatic and turn the dilution limit into $s+te^{-\alpha t}$. The composition derivatives would keep their form, because $s$, $t$ and $\alpha$ do not depend on $x$.
